# Second-order energy gain per filled fraction of a rectangular band coupled to an empty level above it increases with filling

An empty adsorbate level lies at energy `D` above the centre of a rectangular band of width `W`, with `0 < W < 2 * D`, so that it is above the whole band. The band has density of states `1 / W`, its lowest fraction `f` is filled, and every state couples to the level with the same strength `V`; the second-order energy gain is the integral of `V ^ 2` over the energy difference, weighted by that density, across the filled states. The theorem `gain_per_filling_lt` states that, for `V ≠ 0` and `0 < f < g ≤ 1`, the gain divided by the filling is strictly smaller at `f` than at `g`. The proof writes the gain as a logarithm by `gain_eq` and applies strict concavity of the logarithm between the points `1` and `1 - g * W / (D + W / 2)`, with weight `f / g` on the second.

This version doesn't compile in Lean 4 with Mathlib:

```lean
import Mathlib

open Set

namespace GainPerFillingLt

/-- Second-order energy gain of an empty adsorbate level at `c + D` coupled by `V` to the filled
lowest fraction `f` of a rectangular band of centre `c` and width `W`, for `0 < W < 2 D` and
`0 ≤ f ≤ 1`. -/
noncomputable def gain (V c W D f : ℝ) : ℝ :=
  ∫ e in (c - W / 2)..(c - W / 2 + f * W), 1 / W * (V ^ 2 / (c + D - e))

/-- For `0 < W < 2 D` and filling at most one, the argument of the logarithm in the gain is
positive. -/
theorem log_argument_pos {W D f : ℝ} (hW : 0 < W) (hWD : W < 2 * D) (hf : f ≤ 1) :
    0 < 1 - f * W / (D + W / 2) := by
  have hK : 0 < D + W / 2 := by linarith
  rw [sub_pos, div_lt_one hK]
  nlinarith

/-- For `0 < W < 2 D` and `0 ≤ f ≤ 1`, the second-order gain is
`-(V² / W) ln (1 - f W / (D + W / 2))`. -/
theorem gain_eq (V c : ℝ) {W D f : ℝ} (hW : 0 < W) (hWD : W < 2 * D)
    (hf0 : 0 ≤ f) (hf1 : f ≤ 1) :
    gain V c W D f = -(V ^ 2 / W) * Real.log (1 - f * W / (D + W / 2)) := by
  have hfW : f * W ≤ W := by nlinarith
  have hfW0 : 0 ≤ f * W := mul_nonneg hf0 hW.le
  have hK : 0 < D + W / 2 := by linarith
  -- the adsorbate level lies above every filled state
  have hpos : ∀ e ∈ uIcc (c - W / 2) (c - W / 2 + f * W), 0 < c + D - e := by
    intro e he
    rw [uIcc_of_le (by linarith)] at he
    linarith [he.2]
  have hder : ∀ e ∈ uIcc (c - W / 2) (c - W / 2 + f * W),
      HasDerivAt (fun x => -(V ^ 2 / W) * Real.log (c + D - x))
        (1 / W * (V ^ 2 / (c + D - e))) e := by
    intro e he
    have h := (((hasDerivAt_id' e).const_sub (c + D)).log (hpos e he).ne').const_mul
      (-(V ^ 2 / W))
    exact h.congr_deriv (by ring)
  have hcont : ContinuousOn (fun e => 1 / W * (V ^ 2 / (c + D - e)))
      (uIcc (c - W / 2) (c - W / 2 + f * W)) :=
    continuousOn_const.mul
      (continuousOn_const.div (by fun_prop) (fun e he => (hpos e he).ne'))
  have harg : 1 - f * W / (D + W / 2)
      = (c + D - (c - W / 2 + f * W)) / (c + D - (c - W / 2)) := by
    rw [one_sub_div hK.ne']
    congr 1 <;> ring
  have h1 : c + D - (c - W / 2 + f * W) ≠ 0 := (hpos _ right_mem_uIcc).ne'
  have h2 : c + D - (c - W / 2) ≠ 0 := (hpos _ left_mem_uIcc).ne'
  unfold gain
  rw [intervalIntegral.integral_eq_sub_of_hasDerivAt hder hcont.intervalIntegrable,
    harg, Real.log_div h1 h2]
  ring

/-- For `V ≠ 0` and `0 < W < 2 D`, the gain per filled fraction strictly increases with the
filling on `0 < f ≤ 1`. -/
theorem gain_per_filling_lt {V W D f g : ℝ} (c : ℝ) (hV : V ≠ 0) (hW : 0 < W)
    (hWD : W < 2 * D) (hf : 0 < f) (hfg : f < g) (hg : g ≤ 1) :
    gain V c W D f / f < gain V c W D g / g := by
  have hg0 : 0 < g := hf.trans hfg
  have hK : 0 < D + W / 2 := by linarith
  have hq : 0 < g * W / (D + W / 2) := by positivity
  have hr : f / g < 1 := (div_lt_one hg0).2 hfg
  -- strict concavity of the logarithm between the empty band and filling `g`
  have h := strictConcaveOn_log_Ioi.2 (mem_Ioi.2 one_pos)
    (mem_Ioi.2 (log_argument_pos hW hWD hg)) (by linarith : (1 : ℝ) ≠ 1 - g * W / (D + W / 2) ∨ True
      |>.elim (fun _ => by intro h; linarith) (fun _ => by intro h; linarith))
    (sub_pos.2 hr) (div_pos hf hg0) (by ring)
  have harg : (1 - f / g) * 1 + f / g * (1 - g * W / (D + W / 2))
      = 1 - f * W / (D + W / 2) := by
    have hc : f / g * g = f := div_mul_cancel₀ f hg0.ne'
    linear_combination (-(W / (D + W / 2))) * hc
  simp only [smul_eq_mul, Real.log_one, mul_zero, zero_add] at h
  rw [harg, div_mul_eq_mul_div, div_lt_iff₀ hg0] at h
  rw [gain_eq V c hW hWD hf.le (hfg.le.trans hg), gain_eq V c hW hWD hg0.le hg,
    div_lt_div_iff₀ hf hg0]
  have hp : 0 < V ^ 2 / W := by positivity
  generalize V ^ 2 / W = p at hp ⊢
  nlinarith [mul_lt_mul_of_pos_left h hp]

end GainPerFillingLt
```

Messages:

```
Main.lean:67:60: error(lean.invalidField): Invalid field notation: Field projection operates on types of the form `C ...` where C is a constant. The expression
  1 ≠ 1 - g * W / (D + W / 2) ∨ True
has type `Prop` which does not have the necessary form.
Main.lean:67:49: error: linarith failed to find a contradiction
V W D f g c : ℝ
hV : V ≠ 0
hW : 0 < W
hWD : W < 2 * D
hf : 0 < f
hfg : f < g
hg : g ≤ 1
hg0 : 0 < g
hK : 0 < D + W / 2
hq : 0 < g * W / (D + W / 2)
hr : f / g < 1
⊢ False
failed
```

Strict concavity needs a proof that its two points differ, `1 ≠ 1 - g * W / (D + W / 2)`. In the argument meant to supply it, everything after the colon is read as a type, including `|>.elim`. The projection `.elim` is therefore applied to the proposition `1 ≠ 1 - g * W / (D + W / 2) ∨ True` itself and not to a proof of it. The proposition has type `Prop`, which offers no such field, and this is the first error.

The second error follows from the first. With the intended type not elaborated, `linarith` has no comparison to prove and looks for a contradiction among the hypotheses. They are consistent, so it fails at `False`.

The repair replaces the whole argument with a direct proof. Since `hq` says that `g * W / (D + W / 2)` is positive, `sub_lt_self (1 : ℝ) hq` gives `1 - g * W / (D + W / 2) < 1`, and `.ne'` turns this into the required inequality `1 ≠ 1 - g * W / (D + W / 2)`. Neither the disjunction nor `linarith` is needed there any longer, so both errors go.

The mended proof, as a diff:

```diff
@@ -65,6 +65,5 @@
   -- strict concavity of the logarithm between the empty band and filling `g`
   have h := strictConcaveOn_log_Ioi.2 (mem_Ioi.2 one_pos)
-    (mem_Ioi.2 (log_argument_pos hW hWD hg)) (by linarith : (1 : ℝ) ≠ 1 - g * W / (D + W / 2) ∨ True
-      |>.elim (fun _ => by intro h; linarith) (fun _ => by intro h; linarith))
+    (mem_Ioi.2 (log_argument_pos hW hWD hg)) (sub_lt_self (1 : ℝ) hq).ne'
     (sub_pos.2 hr) (div_pos hf hg0) (by ring)
   have harg : (1 - f / g) * 1 + f / g * (1 - g * W / (D + W / 2))
```
